# Tree-level QED: electron-muon scattering with n extra photons has (n + 3)!/6 diagrams

A diagram is modelled here by what distinguishes it from the others: which extra photons attach to the electron line, and in what order the vertices occur along each of the two fermion lines. Propagators, momenta and spinors play no part in the count.

This description fits tree-level QED because the only vertex joins one photon to a fermion line. The electron and the muon each give one unbroken line. A connected diagram without loops needs exactly one internal photon, running between the two lines: without it the diagram falls apart, and any further internal photon closes a loop. The n extra photons are external, incoming or outgoing, and each attaches to one of the lines. They carry labels because their momenta and polarisations tell them apart. This reduction from the Feynman rules is the physical input to the definitions below; the theorems start from the definitions.

```lean
import Mathlib

open Finset
open scoped Nat

namespace ElectronMuonDiagrams
```

## Two ordered lines

Let S be the set of extra photons on the electron line, and write |S| for its size. The electron line has |S| + 1 vertices: one for each photon in S and one for the exchanged photon. An ordering assigns these vertices to the positions 0, 1, …, |S|, one vertex to each position.

In Lean the photon labels are the elements of `Fin n`. `Option {i // i ∈ S}` is the set S with one further element, `none`, which stands for the exchanged-photon vertex. The symbol `≃` denotes the type of bijections.

```lean
/-- An ordering of the vertices along a fermion line that carries the extra photons in `S`
and the exchanged photon; `none` labels the exchanged-photon vertex. -/
abbrev LineOrdering {n : ℕ} (S : Finset (Fin n)) : Type :=
  Option {i // i ∈ S} ≃ Fin (S.card + 1)
```

The muon line carries the remaining photons, that is, the complement `Sᶜ`. A diagram is therefore a choice of S together with one ordering for each line. The symbol `Σ` in the next definition is not a numerical sum: it forms the type of such triples, in which the type of the orderings depends on S.

```lean
/-- A tree diagram for electron-muon scattering with `n` labelled extra photons: the set `S` of
photons on the electron line, and an ordering of the vertices on the electron and muon lines. -/
abbrev Diagram (n : ℕ) : Type :=
  Σ S : Finset (Fin n), LineOrdering S × LineOrdering Sᶜ
```

The model covers photon exchange only. It contains no loops and no Z exchange, and since the electron and the muon are different particles, there are no diagrams with the final fermions interchanged.

## From orderings to a sum over subsets

A set of |S| + 1 vertices can be placed in |S| + 1 positions in

(|S| + 1)!

ways. The proof first computes the number of vertices, then applies the Mathlib result that the bijections between two finite sets of equal size are counted by a factorial.

```lean
/-- A line with the extra photons in `S` and the exchanged photon has `(card S + 1)!` orderings. -/
theorem card_lineOrdering {n : ℕ} (S : Finset (Fin n)) :
    Fintype.card (LineOrdering S) = (S.card + 1)! := by
  have h : Fintype.card (Option {i // i ∈ S}) = S.card + 1 := by simp
  rw [Fintype.card_equiv (Fintype.equivFinOfCardEq h), h]
```

The muon line has n − |S| extra photons and so (n − |S| + 1)! orderings. The two lines are ordered independently, which gives a product for each S. With N(n) for the number of diagrams,

N(n) = ∑_S (|S| + 1)! (n − |S| + 1)!,

where S runs over all subsets of the n photons. In the theorem, `Fintype.card (Diagram n)` is N(n). The proof follows the same route: the cardinality of the `Σ` type is a sum, that of a pair is a product, and the complement has n − |S| elements.

```lean
/-- The number of diagrams is the sum, over the sets of photons on the electron line, of the
orderings of the electron line times those of the muon line. -/
theorem card_diagram_eq_sum (n : ℕ) :
    Fintype.card (Diagram n) =
      ∑ S : Finset (Fin n), (S.card + 1)! * (n - S.card + 1)! := by
  rw [Fintype.card_sigma]
  refine Finset.sum_congr rfl fun S _ => ?_
  rw [Fintype.card_prod, card_lineOrdering, card_lineOrdering, Finset.card_compl,
    Fintype.card_fin]
```

## Grouping by the number of photons on the electron line

The summand depends on S only through k = |S|, and there are C(n,k) subsets of size k, where C(n,k) is the binomial coefficient. For any function f of the size,

∑_S f(|S|) = ∑_{k=0}^{n} C(n,k) f(k).

`range (n + 1)` is the set 0, …, n.

```lean
/-- A sum over sets of photons that depends only on their number is a binomial sum. -/
lemma sum_by_card (n : ℕ) (f : ℕ → ℕ) :
    ∑ S : Finset (Fin n), f S.card = ∑ k ∈ range (n + 1), n.choose k * f k := by
  have h : ∑ S ∈ (Finset.univ : Finset (Fin n)).powerset, f S.card =
      ∑ k ∈ range ((Finset.univ : Finset (Fin n)).card + 1),
        (Finset.univ : Finset (Fin n)).card.choose k • f k :=
    Finset.sum_powerset_apply_card f
  rw [Finset.powerset_univ, Finset.card_univ, Fintype.card_fin] at h
  simpa only [smul_eq_mul] using h
```

For f(k) = (k + 1)! (n − k + 1)! most of the factorials cancel. Since (k + 1)! = (k + 1) k! and (n − k + 1)! = (n − k + 1)(n − k)!,

C(n,k) (k + 1)! (n − k + 1)!
  = [C(n,k) k! (n − k)!] (k + 1)(n − k + 1)
  = n! (k + 1)(n − k + 1).

The hypothesis `k ≤ n` is needed for the last step, and it also keeps the natural-number subtraction equal to the ordinary one.

```lean
/-- For `k ≤ n`, the binomial coefficient `n.choose k` times `(k + 1)! (n - k + 1)!` equals `n! (k +
1) (n - k + 1)`. -/
lemma choose_mul_orderings {n k : ℕ} (h : k ≤ n) :
    n.choose k * ((k + 1)! * (n - k + 1)!) = (n)! * ((k + 1) * (n - k + 1)) := by
  rw [← Nat.choose_mul_factorial_mul_factorial h, Nat.factorial_succ, Nat.factorial_succ]
  ring
```

This product is itself a count: it is the number of diagrams with exactly k extra photons on the electron line. For n = 2 it gives 6, 8 and 6 diagrams for k = 0, 1 and 2.

In the theorem, `D.1` is the set S belonging to the diagram D, and the filter keeps the diagrams with |S| = k. The proof writes the count as a sum of ones and zeros. For fixed S, the inner sum is (k + 1)! (n − k + 1)! if |S| = k, and zero otherwise. Grouping by size then leaves a single term, to which the preceding identity applies.

```lean
/-- Exactly `n! (k + 1) (n - k + 1)` diagrams have `k` of the `n` extra photons attached to the
electron line. -/
theorem card_diagram_with_electron_photons {n k : ℕ} (hk : k ≤ n) :
    (Finset.univ.filter fun D : Diagram n => D.1.card = k).card =
      (n)! * ((k + 1) * (n - k + 1)) := by
  rw [Finset.card_filter, Fintype.sum_sigma]
  -- for a fixed set of photons, count the orderings of the two lines
  have h : ∀ S : Finset (Fin n),
      (∑ _p : LineOrdering S × LineOrdering Sᶜ, if S.card = k then 1 else 0) =
        if S.card = k then (k + 1)! * (n - k + 1)! else 0 := by
    intro S
    by_cases hS : S.card = k
    · simp only [if_pos hS]
      rw [Finset.sum_const, Finset.card_univ, Fintype.card_prod, card_lineOrdering,
        card_lineOrdering, Finset.card_compl, Fintype.card_fin, hS, smul_eq_mul, mul_one]
    · simp only [if_neg hS, Finset.sum_const_zero]
  refine (Finset.sum_congr rfl fun S _ => h S).trans ?_
  -- only sets of size `k` contribute
  refine (sum_by_card n (fun m => if m = k then (k + 1)! * (n - k + 1)! else 0)).trans ?_
  rw [Finset.sum_eq_single k]
  · simp only [if_true]
    exact choose_mul_orderings hk
  · intro m _ hm
    simp only [if_neg hm, mul_zero]
  · intro hm
    exact absurd (Finset.mem_range.2 (by omega)) hm
```

## Summing the polynomial

What remains is the sum of (k + 1)(n − k + 1) over k. Let

s(m) = ∑_{k=0}^{m−1} (k + 1)(n − k + 1)

be the sum of its first m terms. For m ≤ n + 1,

6 s(m) + 2m²(m + 1) = m(m + 1)(3n + 5).

Both sides vanish at m = 0. In going from m to m + 1, the sum gains the term with k = m, and the left side grows by

6(m + 1)(n − m + 1) + 2(m + 1)²(m + 2) − 2m²(m + 1)
  = 2(m + 1)[3(n − m + 1) + 3m + 2]
  = 2(m + 1)(3n + 5).

The right side grows by (m + 1)(3n + 5)[(m + 2) − m], which is the same.

The identity is arranged with a plus sign on the left to avoid subtraction between natural numbers. For the same reason the induction step writes n = m + d, after which `nlinarith` verifies the algebra.

```lean
/-- Closed form of the partial sums of `(k + 1) (n - k + 1)`. -/
lemma partial_sum (n m : ℕ) (hm : m ≤ n + 1) :
    6 * ∑ k ∈ range m, (k + 1) * (n - k + 1) + 2 * m * (m * (m + 1)) =
      m * (m + 1) * (3 * n + 5) := by
  induction m with
  | zero => simp
  | succ m ih =>
    have h := ih (by omega)
    obtain ⟨d, hd⟩ : ∃ d, n = m + d := ⟨n - m, by omega⟩
    have hs : n - m = d := by omega
    rw [Finset.sum_range_succ, hs]
    generalize (∑ k ∈ range m, (k + 1) * (n - k + 1)) = s at h ⊢
    subst hd
    nlinarith [h]
```

At m = n + 1 the identity becomes

6 s(n + 1) = (n + 1)(n + 2)[(3n + 5) − 2(n + 1)]
  = (n + 1)(n + 2)(n + 3).

Multiplication by n! completes the factorial:

6 ∑_S (|S| + 1)! (n − |S| + 1)! = n! (n + 1)(n + 2)(n + 3) = (n + 3)!.

In the proof, `h` extracts the factor n! from the subset sum, `hp` evaluates the polynomial sum, and `hf` unfolds (n + 3)! by three factors.

```lean
/-- Six times the sum of the products `(card S + 1)! (n - card S + 1)!` over all sets `S` of photons
equals `(n + 3)!`. -/
theorem six_mul_sum_orderings (n : ℕ) :
    6 * ∑ S : Finset (Fin n), (S.card + 1)! * (n - S.card + 1)! = (n + 3)! := by
  have h : ∑ S : Finset (Fin n), (S.card + 1)! * (n - S.card + 1)! =
      (n)! * ∑ k ∈ range (n + 1), (k + 1) * (n - k + 1) := by
    refine (sum_by_card n (fun k => (k + 1)! * (n - k + 1)!)).trans ?_
    rw [Finset.mul_sum]
    refine Finset.sum_congr rfl fun k hk => ?_
    exact choose_mul_orderings (by have := Finset.mem_range.1 hk; omega)
  -- the remaining sum is a cubic polynomial in the number of photons
  have hp : 6 * ∑ k ∈ range (n + 1), (k + 1) * (n - k + 1) =
      (n + 1) * (n + 2) * (n + 3) := by
    have := partial_sum n (n + 1) le_rfl
    generalize (∑ k ∈ range (n + 1), (k + 1) * (n - k + 1)) = s at this ⊢
    nlinarith [this]
  have hf : (n + 3)! = (n + 3) * ((n + 2) * ((n + 1) * (n)!)) := rfl
  rw [h, mul_left_comm, hp, hf]
  ring
```

Together with the expression of N(n) as a subset sum, this gives

6 N(n) = (n + 3)!

for every n, including n = 0, where the only diagram is the one for elastic scattering.

```lean
/-- The number of tree diagrams for electron-muon scattering with `n` extra photons is
`(n + 3)! / 6`, written without division. -/
theorem six_mul_card_diagram (n : ℕ) : 6 * Fintype.card (Diagram n) = (n + 3)! := by
  rw [card_diagram_eq_sum, six_mul_sum_orderings]
```

## Four diagrams, then twenty

For n = 1 and n = 2 the formula reads 6 N(1) = 4! = 24 and 6 N(2) = 5! = 120, so

N(1) = 4 and N(2) = 20.

The four diagrams with one photon have it before or after the exchanged-photon vertex, on either the electron or the muon line.

```lean
/-- There are 4 diagrams with one extra photon and 20 with two. -/
theorem card_diagram_one_two :
    Fintype.card (Diagram 1) = 4 ∧ Fintype.card (Diagram 2) = 20 := by
  have h1 : 6 * Fintype.card (Diagram 1) = 24 :=
    (six_mul_card_diagram 1).trans (by simp [Nat.factorial])
  have h2 : 6 * Fintype.card (Diagram 2) = 120 :=
    (six_mul_card_diagram 2).trans (by simp [Nat.factorial])
  constructor <;> omega
```

Comparing n + 1 with n gives

6 N(n + 1) = (n + 4)! = (n + 4)(n + 3)! = (n + 4) · 6 N(n),

and cancelling the 6 leaves N(n + 1) = (n + 4) N(n). The factor has a direct reading. A diagram with n extra photons has n + 2 vertices on its two lines, and a line with v vertices offers v + 1 places for a new one, which makes n + 4 places in all. The Lean proof takes the algebraic route through the factorials.

```lean
/-- Going from `n` to `n + 1` extra photons in electron-muon scattering multiplies the number of
tree diagrams by `n + 4`. -/
theorem card_diagram_succ (n : ℕ) :
    Fintype.card (Diagram (n + 1)) = (n + 4) * Fintype.card (Diagram n) := by
  have h1 := six_mul_card_diagram (n + 1)
  have h2 := six_mul_card_diagram n
  have hf : (n + 1 + 3)! = (n + 3 + 1) * (n + 3)! := by
    rw [show n + 1 + 3 = (n + 3) + 1 by ring, Nat.factorial_succ]
  refine Nat.eq_of_mul_eq_mul_left (show 0 < 6 by norm_num) ?_
  rw [h1, hf, ← h2]
  ring

end ElectronMuonDiagrams
```

```lean
#print axioms ElectronMuonDiagrams.card_diagram_with_electron_photons
#print axioms ElectronMuonDiagrams.card_diagram_one_two
#print axioms ElectronMuonDiagrams.card_diagram_succ
```

```
'ElectronMuonDiagrams.card_diagram_with_electron_photons' depends on axioms: [propext, Classical.choice, Quot.sound]
'ElectronMuonDiagrams.card_diagram_one_two' depends on axioms: [propext, Classical.choice, Quot.sound]
'ElectronMuonDiagrams.card_diagram_succ' depends on axioms: [propext, Classical.choice, Quot.sound]
```

For this process, with a single exchanged photon and no loops, the recursion shows that evaluating the amplitude diagram by diagram involves a number of terms that grows factorially with the number of extra photons.

## Diagrams as words with three markers

A diagram could also have been modelled as a single word. Write down the vertices of the electron line in order, then a bar, then those of the muon line, with e and m for the two ends of the exchanged photon. The word contains the n photon labels and the markers e, | and m, which always appear in this order. For n = 1 the words are

1e|m, e1|m, e|1m, e|m1.

Without the condition on the markers there would be (n + 3)! words, and exactly one in 3! = 6 has them in the required order. This model would make the total almost immediate and identify the 6 as 3!. The set S would then have to be read off from the positions of the labels relative to the bar, and the sum over subsets, which follows directly from `Diagram`, would need an argument of its own.
